# Löwdin's re-expansion formula for a radial function centred on a neighbouring site

A home site sits at the origin and a neighbouring site at distance $d$ from it. A point at radius $r$ from the origin lies in a direction whose angle with the direction of the neighbour has cosine $t$. All quantities are real, and lengths are in any common unit.

```lean
import Mathlib

open Set

namespace LowdinReexpansion

noncomputable section
```

The distance from the neighbour to the point is, by the law of cosines,
$$D(t)=\sqrt{r^2+d^2-2rdt}.$$
In Lean this is `siteDistance r d t`.

```lean
/-- Distance from a neighbouring site, at distance `d` from the origin, to a point at radius `r`
whose direction makes an angle of cosine `t` with the direction of the site. -/
def siteDistance (r d t : ℝ) : ℝ := √(r ^ 2 + d ^ 2 - 2 * r * d * t)
```

The law of cosines solved for the cosine, at a given distance $s$ from the neighbour, is
$$c(s)=\frac{r^2+d^2-s^2}{2rd}.$$

```lean
/-- The law of cosines solved for the cosine. For positive `r` and `d` and `s` between `|d - r|` and
`d + r`, it is the cosine of the angle at which a point at radius `r` lies at distance `s` from the
site. -/
def cosineAt (r d s : ℝ) : ℝ := (r ^ 2 + d ^ 2 - s ^ 2) / (2 * r * d)
```

Let $f$ be a function of the distance from the neighbour alone, such as a spherical atomic density, and let $g$ be a weight in the cosine. The angular component of $f$ about the origin is
$$A=\frac12\int_{-1}^{1}f(D(t))\,g(t)\,dt.$$
In three dimensions the azimuthal angle drops out and $dt/2$ is what remains of the normalised surface measure, so $g=1$ gives the mean over the sphere of radius $r$. This reduction is built into the definition. The coefficient of the Legendre polynomial $P_l$ in a Legendre series is $2l+1$ times the component with $g=P_l$; that factor is left out here.

```lean
/-- Angular component at radius `r` of a radial function `f` centred on the site at distance `d`:
half the integral over the cosine `t` of `f` times the weight `g`. -/
def angularComponent (f g : ℝ → ℝ) (r d : ℝ) : ℝ :=
  (1 / 2) * ∫ t in (-1 : ℝ)..1, f (siteDistance r d t) * g t
```

The Legendre polynomials are fixed by $P_0=1$, $P_1=t$ and $(n+2)P_{n+2}=(2n+3)\,t\,P_{n+1}-(n+1)P_n$.

```lean
/-- The Legendre polynomials, given by their three-term recursion. -/
def legendreP : ℕ → ℝ → ℝ
  | 0, _ => 1
  | 1, t => t
  | n + 2, t =>
    ((2 * (n : ℝ) + 3) * t * legendreP (n + 1) t - ((n : ℝ) + 1) * legendreP n t) / ((n : ℝ) + 2)
```

## (a) The distance as a norm

Show that for vectors $x$ and $R$ with angle $\theta$ between them,
$$\|x-R\|=\sqrt{\|x\|^2+\|R\|^2-2\|x\|\|R\|\cos\theta}.$$

**Solution.** Expand the square: $\|x-R\|^2=\|x\|^2-2\langle x,R\rangle+\|R\|^2$. Insert $\langle x,R\rangle=\|x\|\|R\|\cos\theta$ and take the root, which returns the norm because a norm is not negative.

The Lean statement holds in any real inner product space `E`, with $r=\|x\|$ and $d=\|R\|$. It ties `siteDistance` to the geometry. In the proof, `h1` is the expanded square, `h2` the cosine formula, and `h3` their combination.

```lean
/-- The distance between a point `x` and a site `R` is `siteDistance` at the cosine of the angle
between them. -/
theorem norm_sub_eq_siteDistance {E : Type*} [NormedAddCommGroup E] [InnerProductSpace ℝ E]
    (x R : E) :
    ‖x - R‖ = siteDistance ‖x‖ ‖R‖ (Real.cos (InnerProductGeometry.angle x R)) := by
  have h1 := norm_sub_sq_real x R
  have h2 := InnerProductGeometry.cos_angle_mul_norm_mul_norm x R
  have h3 : ‖x‖ ^ 2 + ‖R‖ ^ 2 - 2 * ‖x‖ * ‖R‖ * Real.cos (InnerProductGeometry.angle x R)
      = ‖x - R‖ ^ 2 := by
    linear_combination -h1 - 2 * h2
  unfold siteDistance
  rw [h3, Real.sqrt_sq (norm_nonneg _)]
```

## (b) The distances that occur on the sphere

For $r,d>0$ and $-1\le t\le1$, show that
$$|d-r|\le D(t)\le d+r.$$

**Solution.** Complete the square in two ways:
$$D(t)^2=(d-r)^2+2rd(1-t)=(d+r)^2-2rd(1+t).$$
Both added products are non-negative, so $(d-r)^2\le D(t)^2\le(d+r)^2$. Taking roots gives the claim.

The hypotheses `h1` and `h2` are the signs of $rd(1-t)$ and $rd(t+1)$, and `nlinarith` supplies the algebra of the squares.

```lean
/-- For positive `r` and `d`, the points of the sphere of radius `r` have distances from the site
between `|d - r|` and `d + r`. -/
theorem siteDistance_mem {r d t : ℝ} (hr : 0 < r) (hd : 0 < d) (ht : t ∈ Icc (-1 : ℝ) 1) :
    siteDistance r d t ∈ Icc |d - r| (d + r) := by
  have hrd := (mul_pos hr hd).le
  have h1 := mul_nonneg hrd (sub_nonneg.2 ht.2)
  have h2 : 0 ≤ r * d * (t + 1) := mul_nonneg hrd (by linarith [ht.1])
  constructor
  · exact Real.abs_le_sqrt (by nlinarith)
  · exact Real.sqrt_le_iff.2 ⟨by linarith, by nlinarith⟩
```

## (c) Each such distance has a cosine

For $r,d>0$ and $|d-r|\le s\le d+r$, show that
$$-1\le c(s)\le 1.$$

**Solution.** Compute the gaps to the two ends:
$$1-c(s)=\frac{s^2-(d-r)^2}{2rd},\qquad 1+c(s)=\frac{(d+r)^2-s^2}{2rd}.$$
Squaring the bounds on $s$, all of whose terms are non-negative, shows that both numerators are non-negative.

In Lean, `h1` and `h2` are the squared bounds; the denominator is then cleared in each inequality.

```lean
/-- For positive `r` and `d`, each distance between `|d - r|` and `d + r` belongs to a cosine
between `-1` and `1`. -/
theorem cosineAt_mem {r d s : ℝ} (hr : 0 < r) (hd : 0 < d) (hs : s ∈ Icc |d - r| (d + r)) :
    cosineAt r d s ∈ Icc (-1 : ℝ) 1 := by
  have h0 : 0 < 2 * r * d := by positivity
  have hs0 : 0 ≤ s := (abs_nonneg _).trans hs.1
  have h1 := pow_le_pow_left₀ (abs_nonneg (d - r)) hs.1 2
  have h2 := pow_le_pow_left₀ hs0 hs.2 2
  rw [sq_abs] at h1
  unfold cosineAt
  constructor
  · rw [le_div_iff₀ h0]
    nlinarith
  · rw [div_le_iff₀ h0]
    nlinarith
```

## (d) From distance to cosine and back

For $r,d>0$ and $s\ge0$, show that
$$D(c(s))=s.$$

**Solution.** Since $2rd\,c(s)=r^2+d^2-s^2$, the expression under the root is $r^2+d^2-(r^2+d^2-s^2)=s^2$, and $\sqrt{s^2}=s$ for $s\ge0$.

The proof has the same two steps: `h` clears the denominator and `h'` identifies the radicand.

```lean
/-- For positive `r` and `d` and any `s ≥ 0`, the formula `siteDistance` evaluated at
`cosineAt r d s` returns `s`. -/
theorem siteDistance_cosineAt {r d s : ℝ} (hr : 0 < r) (hd : 0 < d) (hs : 0 ≤ s) :
    siteDistance r d (cosineAt r d s) = s := by
  have h : cosineAt r d s * (2 * r * d) = r ^ 2 + d ^ 2 - s ^ 2 := by
    unfold cosineAt
    field_simp
  have h' : r ^ 2 + d ^ 2 - 2 * r * d * cosineAt r d s = s ^ 2 := by
    linear_combination -h
  unfold siteDistance
  rw [h', Real.sqrt_sq hs]
```

## (e) The change of variable

Let $r,d>0$, let $f$ be continuous on $[|d-r|,d+r]$ and $g$ on $[-1,1]$. Show that
$$\frac12\int_{-1}^{1}f(D(t))\,g(t)\,dt=\frac1{2rd}\int_{|d-r|}^{d+r}s\,f(s)\,g(c(s))\,ds.$$

**Solution.** Substitute $t=c(s)$. Then $dt=-\dfrac{s}{rd}\,ds$, and the ends are $c(|d-r|)=1$ and $c(d+r)=-1$. By (d), $f(D(c(s)))=f(s)$, so
$$\int_{1}^{-1}f(D(t))\,g(t)\,dt=-\frac1{rd}\int_{|d-r|}^{d+r}s\,f(s)\,g(c(s))\,ds.$$
Reversing the limits on the left removes the minus sign, and a factor $\tfrac12$ finishes the calculation.

Substituting in this direction also covers $r=d$, where the sphere passes through the neighbour: $c$ is a polynomial in $s$, whereas $D$ is not differentiable at $t=1$ in that case.

The theorem treats one neighbour and a function that is spherical about it. An orbital with angular momentum of its own about the neighbour brings further angular factors, which this formula does not contain.

In Lean, `hF` gets the continuity of the integrand from (b), and `hderiv` is the derivative of $c$. The substitution is `key`, where (c) keeps the cosines inside $[-1,1]$. Then `hL` simplifies the integrand by (d), and `e1` and `e2` evaluate the ends.

```lean
/-- Löwdin's re-expansion formula: for positive `r` and `d`, `f` continuous on the distances
reached and `g` continuous on `[-1, 1]`, the angular component is an integral over the distance
`s` from the site. -/
theorem lowdin_reexpansion {f g : ℝ → ℝ} {r d : ℝ} (hr : 0 < r) (hd : 0 < d)
    (hf : ContinuousOn f (Icc |d - r| (d + r))) (hg : ContinuousOn g (Icc (-1) 1)) :
    angularComponent f g r d =
      1 / (2 * r * d) * ∫ s in |d - r|..(d + r), s * f s * g (cosineAt r d s) := by
  have h0 : 2 * r * d ≠ 0 := by positivity
  have hle : |d - r| ≤ d + r := abs_le.2 ⟨by linarith, by linarith⟩
  have hcont : Continuous (siteDistance r d) := by
    unfold siteDistance
    fun_prop
  have hF : ContinuousOn (fun t => f (siteDistance r d t) * g t) (Icc (-1) 1) :=
    (hf.comp hcont.continuousOn (fun t ht => siteDistance_mem hr hd ht)).mul hg
  have hderiv : ∀ s : ℝ, HasDerivAt (cosineAt r d) (-(s / (r * d))) s := by
    intro s
    have h2 : HasDerivAt (fun x : ℝ => x ^ 2) (2 * s) s := by
      simpa using hasDerivAt_pow 2 s
    exact ((h2.const_sub (r ^ 2 + d ^ 2)).div_const (2 * r * d)).congr_deriv (by ring)
  -- change of variable from the cosine to the distance
  have key : ∫ s in |d - r|..(d + r),
      ((fun t => f (siteDistance r d t) * g t) ∘ cosineAt r d) s * (-(s / (r * d))) =
      ∫ t in (cosineAt r d |d - r|)..(cosineAt r d (d + r)), f (siteDistance r d t) * g t := by
    refine intervalIntegral.integral_comp_mul_deriv' (fun s _ => hderiv s) (by fun_prop)
      (hF.mono ?_)
    rintro _ ⟨s, hs, rfl⟩
    rw [uIcc_of_le hle] at hs
    exact cosineAt_mem hr hd hs
  have hL : ∫ s in |d - r|..(d + r),
      ((fun t => f (siteDistance r d t) * g t) ∘ cosineAt r d) s * (-(s / (r * d))) =
      ∫ s in |d - r|..(d + r), (-(1 / (r * d))) * (s * f s * g (cosineAt r d s)) := by
    refine intervalIntegral.integral_congr fun s hs => ?_
    rw [uIcc_of_le hle] at hs
    have h := siteDistance_cosineAt hr hd ((abs_nonneg _).trans hs.1)
    simp only [Function.comp_apply, h]
    ring
  -- the nearest point has cosine 1, the farthest has cosine -1
  have e1 : cosineAt r d |d - r| = 1 := by
    unfold cosineAt
    rw [sq_abs, div_eq_iff h0]
    ring
  have e2 : cosineAt r d (d + r) = -1 := by
    unfold cosineAt
    rw [div_eq_iff h0]
    ring
  rw [hL, intervalIntegral.integral_const_mul, e1, e2,
    intervalIntegral.integral_symm (-1) 1] at key
  unfold angularComponent
  linear_combination (1 / 2) * key
```

## (f) Continuity of the Legendre polynomials

Show that $t\mapsto P_l(t)$ is continuous on $\mathbb R$ for every $l=0,1,2,\dots$

**Solution.** $P_0$ is constant and $P_1$ is the identity. If $P_n$ and $P_{n+1}$ are continuous, the recursion builds $P_{n+2}$ from them by products, a difference and division by the non-zero constant $n+2$, so it is continuous too.

The Lean proof is this induction, with one case for each line of the definition.

```lean
/-- Every Legendre polynomial is continuous. -/
theorem continuous_legendreP : ∀ l : ℕ, Continuous (legendreP l)
  | 0 => (continuous_const (y := (1 : ℝ))).congr fun t => by simp only [legendreP]
  | 1 => continuous_id.congr fun t => by simp only [legendreP, id]
  | n + 2 => by
    have h1 := continuous_legendreP (n + 1)
    have h0 := continuous_legendreP n
    have h : Continuous fun t : ℝ => ((2 * (n : ℝ) + 3) * t * legendreP (n + 1) t
        - ((n : ℝ) + 1) * legendreP n t) / ((n : ℝ) + 2) := by fun_prop
    exact h.congr fun t => by simp only [legendreP]
```

## (g) The component of degree $l$

For $r,d>0$, $f$ continuous on $[0,\infty)$ and any degree $l$, show that
$$\frac12\int_{-1}^{1}f(D(t))\,P_l(t)\,dt=\frac1{2rd}\int_{|d-r|}^{d+r}s\,f(s)\,P_l\!\left(\frac{r^2+d^2-s^2}{2rd}\right)ds.$$

**Solution.** The interval $[|d-r|,d+r]$ lies in $[0,\infty)$, so $f$ is continuous there, and $P_l$ is continuous by (f). Part (e) applies with $g=P_l$.

```lean
/-- For positive `r` and `d` and `f` continuous on `[0, ∞)`, the re-expansion formula holds with
the Legendre polynomial of any degree `l` as weight. -/
theorem lowdin_legendre {f : ℝ → ℝ} {r d : ℝ} (hr : 0 < r) (hd : 0 < d)
    (hf : ContinuousOn f (Ici 0)) (l : ℕ) :
    angularComponent f (legendreP l) r d =
      1 / (2 * r * d) * ∫ s in |d - r|..(d + r),
        s * f s * legendreP l ((r ^ 2 + d ^ 2 - s ^ 2) / (2 * r * d)) :=
  lowdin_reexpansion hr hd (hf.mono fun _ hs => (abs_nonneg _).trans hs.1)
    (continuous_legendreP l).continuousOn
```

The formula turns an atomic density or potential on a neighbour, taken as spherical and one site at a time, into its angular components about the home site. A potential that diverges at its nucleus does not meet the hypothesis of (g); if it is continuous elsewhere, (e) gives the same identity for $r\ne d$. The theorem ends with the identity at fixed $r$ and $d$; the next two remarks are argued by hand.

In a program, the case $l=0$ needs only one table, $F(s)=\int_0^s u f(u)\,du$. The spherical average at radius $r$ is then
$$\frac{F(d+r)-F(|d-r|)}{2rd},$$
that is, two look-ups for each radius instead of a new angular quadrature. For higher $l$, $P_l(c(s))$ is a polynomial of degree $l$ in $s^2$, so tables of $\int_0^s u^{2k+1}f(u)\,du$ for $k=0,\dots,l$ suffice in exact arithmetic.

As $r\to0$ the interval shrinks to the point $d$ and the $l=0$ component tends to $f(d)$, the value at the origin. A code should use this limit at very small $r$, where the difference of the two table entries loses digits. For higher $l$ the loss at small $r$ is more severe: the table differences are divided by higher powers of $r$, while the component itself tends to zero, so the terms nearly cancel.

## (h) The Coulomb potential averaged over a sphere

For $0<r<d$, show that
$$\frac12\int_{-1}^{1}\frac{dt}{D(t)}=\frac1d.$$

**Solution.** Take $f(s)=1/s$ and $g=1$ in (e). Since $r<d$, the distances run from $d-r>0$ to $d+r$, and $f$ is continuous there. The integrand $s\cdot\frac1s$ is $1$, so the integral is $2r$, and $\dfrac{2r}{2rd}=\dfrac1d$.

The potential is that of a unit point charge, with the Coulomb prefactor set to $1$. Part (g) does not apply, because $1/s$ is not continuous at $0$; the weaker hypothesis in (e) is what admits it. In Lean, `hpos` keeps $s$ away from zero and `hI` is the integral $2r$.

```lean
/-- The mean of the Coulomb potential `1 / s` of a site at distance `d` over a sphere of radius
`r`, with `0 < r < d`, is `1 / d`. -/
theorem coulomb_mean {r d : ℝ} (hr : 0 < r) (hrd : r < d) :
    angularComponent (fun s => 1 / s) (fun _ => 1) r d = 1 / d := by
  have hd : 0 < d := hr.trans hrd
  have habs : |d - r| = d - r := abs_of_pos (sub_pos.2 hrd)
  have hpos : ∀ s ∈ Icc |d - r| (d + r), s ≠ 0 := by
    intro s hs
    have h := hs.1
    rw [habs] at h
    exact ne_of_gt (by linarith)
  have hI : ∫ s in |d - r|..(d + r), s * (1 / s) * (1 : ℝ) = 2 * r := by
    have h : ∫ s in |d - r|..(d + r), s * (1 / s) * (1 : ℝ) =
        ∫ _s in |d - r|..(d + r), (1 : ℝ) := by
      refine intervalIntegral.integral_congr fun s hs => ?_
      rw [uIcc_of_le (by rw [habs]; linarith)] at hs
      have hs0 := hpos s hs
      change s * (1 / s) * (1 : ℝ) = 1
      rw [mul_one, mul_one_div_cancel hs0]
    rw [h, intervalIntegral.integral_const, smul_eq_mul, habs]
    ring
  refine (lowdin_reexpansion hr hd
    (continuousOn_const.div continuousOn_id hpos) continuousOn_const).trans ?_
  change 1 / (2 * r * d) * (∫ s in |d - r|..(d + r), s * (1 / s) * (1 : ℝ)) = 1 / d
  rw [hI]
  field_simp
```

## (i) A neighbour whose sphere is not reached

Let $r,d>0$, and let $f(s)=0$ for all $s\ge S$. Show that if $r+S\le d$, then for every weight $g$
$$\frac12\int_{-1}^{1}f(D(t))\,g(t)\,dt=0.$$

**Solution.** By (b), $D(t)\ge|d-r|\ge d-r\ge S$ for every $t$ in $[-1,1]$. Hence $f(D(t))=0$ throughout and the integrand vanishes.

Here $S$ is the radius of the neighbour's muffin-tin sphere. If the two spheres do not overlap, the condition holds for every positive $r$ up to the home radius, so a function strictly confined to the neighbour's sphere contributes nothing inside the home sphere. An atomic density with a tail beyond $S$ does not meet the hypothesis. Continuity is not needed, and the Lean proof replaces the integrand by zero pointwise.

```lean
/-- A radial function that vanishes from radius `S` outwards about its site has no angular
component at a radius `r > 0` about the origin when `r + S ≤ d`, where `d > 0`. -/
theorem component_eq_zero_of_disjoint {f g : ℝ → ℝ} {r d S : ℝ} (hr : 0 < r) (hd : 0 < d)
    (hf : ∀ s, S ≤ s → f s = 0) (hS : r + S ≤ d) : angularComponent f g r d = 0 := by
  have h : ∫ t in (-1 : ℝ)..1, f (siteDistance r d t) * g t = ∫ _t in (-1 : ℝ)..1, (0 : ℝ) := by
    refine intervalIntegral.integral_congr fun t ht => ?_
    rw [uIcc_of_le (by norm_num)] at ht
    have h1 := (siteDistance_mem hr hd ht).1
    have h2 := le_abs_self (d - r)
    change f (siteDistance r d t) * g t = 0
    rw [hf _ (by linarith), zero_mul]
  unfold angularComponent
  rw [h, intervalIntegral.integral_zero, mul_zero]

end

end LowdinReexpansion
```

```lean
#print axioms LowdinReexpansion.lowdin_reexpansion
#print axioms LowdinReexpansion.lowdin_legendre
#print axioms LowdinReexpansion.coulomb_mean
#print axioms LowdinReexpansion.component_eq_zero_of_disjoint
```

```
'LowdinReexpansion.lowdin_reexpansion' depends on axioms: [propext, Classical.choice, Quot.sound]
'LowdinReexpansion.lowdin_legendre' depends on axioms: [propext, Classical.choice, Quot.sound]
'LowdinReexpansion.coulomb_mean' depends on axioms: [propext, Classical.choice, Quot.sound]
'LowdinReexpansion.component_eq_zero_of_disjoint' depends on axioms: [propext, Classical.choice, Quot.sound]
```
